# Wilson's GF method: a positive definite G and a symmetric F always admit a normal-mode matrix

In Wilson's treatment of harmonic molecular vibrations, `G` is the inverse kinetic matrix and `F` the matrix of force constants. The theorem `exists_modeMatrix` says that for finite real matrices, with `G` symmetric positive definite and `F` symmetric, there is an invertible `L` such that `L * Lᵀ = G` and `Lᵀ * F * L` is diagonal. `F` need not be positive definite, so the diagonal entries may be zero or negative. The proof diagonalises `G` to build a factor `B = V * S` with `B * Bᵀ = G`, then takes an orthogonal `W` that diagonalises `Bᵀ * F * B`, and sets `L = B * W`.

The failing Lean file:

```lean
import Mathlib

open Matrix

namespace WilsonGF

noncomputable section

variable {n : Type*} [Fintype n] [DecidableEq n]

/-- `L` is a normal-mode matrix for the inverse kinetic matrix `G` and the force-constant
matrix `F`: it is invertible, `L Lᵀ = G`, and `Lᵀ F L` is diagonal with entries `d`. -/
structure IsModeMatrix (G F L : Matrix n n ℝ) (d : n → ℝ) : Prop where
  isUnit_det : IsUnit L.det
  kinetic : L * Lᵀ = G
  force : Lᵀ * F * L = diagonal d

omit [DecidableEq n] in
/-- Under the change of coordinates `s = L x`, the matrix `A` of a quadratic form
becomes `Lᵀ A L`. -/
theorem quadratic_form_congr (A L : Matrix n n ℝ) (x : n → ℝ) :
    (L *ᵥ x) ⬝ᵥ A *ᵥ (L *ᵥ x) = x ⬝ᵥ (Lᵀ * A * L) *ᵥ x := by
  rw [← mulVec_mulVec, ← mulVec_mulVec, dotProduct_mulVec x Lᵀ, vecMul_transpose]

/-- A real symmetric matrix is brought to diagonal form by an orthogonal matrix. -/
theorem orthogonal_diagonalization (A : Matrix n n ℝ) (hA : Aᵀ = A) :
    ∃ (V : Matrix n n ℝ) (g : n → ℝ), Vᵀ * V = 1 ∧ Vᵀ * A * V = diagonal g := by
  have h : A.IsHermitian := by
    rw [Matrix.IsHermitian, conjTranspose_eq_transpose_of_trivial]
    exact hA
  -- the columns of `V` are the orthonormal eigenvectors
  let V : Matrix n n ℝ := Matrix.of fun i j => h.eigenvectorBasis j i
  have hV : Vᵀ * V = 1 := by
    ext i j
    have e := orthonormal_iff_ite.1 h.eigenvectorBasis.orthonormal i j
    rw [PiLp.inner_apply] at e
    rw [Matrix.mul_apply, Matrix.one_apply, ← e]
    exact Finset.sum_congr rfl fun k _ => mul_comm _ _
  have hAV : A * V = V * diagonal h.eigenvalues := by
    ext i j
    have e : (A * V) i j = h.eigenvalues j * V i j :=
      congrFun (h.mulVec_eigenvectorBasis j) i
    rw [mul_diagonal]
    exact e.trans (mul_comm _ _)
  exact ⟨V, h.eigenvalues, hV, by
    rw [Matrix.mul_assoc, hAV, ← Matrix.mul_assoc, hV, Matrix.one_mul]⟩

/-- Every symmetric positive definite `G` and symmetric `F` admit a normal-mode matrix. -/
theorem exists_modeMatrix (G F : Matrix n n ℝ) (hG : Gᵀ = G)
    (hpos : ∀ x : n → ℝ, x ≠ 0 → 0 < x ⬝ᵥ G *ᵥ x) (hF : Fᵀ = F) :
    ∃ (L : Matrix n n ℝ) (d : n → ℝ), IsModeMatrix G F L d := by
  obtain ⟨V, g, hV, hg⟩ := orthogonal_diagonalization G hG
  have hV' : V * Vᵀ = 1 := mul_eq_one_comm.1 hV
  have gpos : ∀ k, 0 < g k := by
    intro k
    have hx : V *ᵥ (Pi.single k (1 : ℝ) : n → ℝ) ≠ 0 := by
      intro h0
      have e : Vᵀ *ᵥ (V *ᵥ (Pi.single k (1 : ℝ) : n → ℝ)) = Pi.single k 1 := by
        rw [mulVec_mulVec, hV, one_mulVec]
      rw [h0, mulVec_zero] at e
      have e' := congrFun e k
      simp at e'
    have e := hpos _ hx
    rw [quadratic_form_congr, hg] at e
    simpa [mulVec_diagonal] using e
  -- a square-root factor `B = V S` of `G`
  let S : Matrix n n ℝ := diagonal fun k => Real.sqrt (g k)
  have hS : S * S = diagonal g := by
    simp only [S, diagonal_mul_diagonal, Real.mul_self_sqrt (gpos _).le]
  have hST : Sᵀ = S := diagonal_transpose _
  have hSdet : IsUnit S.det := by
    rw [isUnit_iff_ne_zero, det_diagonal]
    exact Finset.prod_ne_zero_iff.2 fun k _ => (Real.sqrt_pos.2 (gpos k)).ne'
  have hB : (V * S) * (V * S)ᵀ = G := by
    calc (V * S) * (V * S)ᵀ = V * (S * S) * Vᵀ := by
          rw [transpose_mul, hST]
          simp only [Matrix.mul_assoc]
      _ = (V * Vᵀ) * G * (V * Vᵀ) := by
          rw [hS, ← hg]
          simp only [Matrix.mul_assoc]
      _ = G := by rw [hV', Matrix.one_mul, Matrix.mul_one]
  -- rotate so that the transformed force constants become diagonal
  obtain ⟨W, d, hW, hd⟩ := orthogonal_diagonalization ((V * S)ᵀ * F * (V * S)) (by
    rw [transpose_mul, transpose_mul, transpose_transpose, hF, Matrix.mul_assoc])
  have hW' : W * Wᵀ = 1 := mul_eq_one_comm.1 hW
  refine ⟨V * S * W, d, ?_, ?_, ?_⟩
  · rw [det_mul, det_mul]
    exact ((isUnit_det_of_left_inverse hV).mul hSdet).mul (isUnit_det_of_left_inverse hW)
  · rw [transpose_mul W.transpose.transpose.transpose.transpose.transpose.transpose |> fun _ =>
      transpose_mul (V * S) W, Matrix.mul_assoc (V * S) W, ← Matrix.mul_assoc W, hW',
      Matrix.one_mul, hB]
  · rw [← hd, transpose_mul (V * S) W]
    simp only [Matrix.mul_assoc]

end

end WilsonGF
```

Messages:

```
Main.lean:84:38: error: Tactic `rewrite` failed: Did not find an occurrence of the pattern
  ?Mᵀᵀ
in the target expression
  Sᵀ * Vᵀ * (Sᵀ * Vᵀ * F)ᵀ = Sᵀ * Vᵀ * F * (V * S)

n : Type u_1
inst✝¹ : Fintype n
inst✝ : DecidableEq n
G F : Matrix n n ℝ
hG : Gᵀ = G
hpos : ∀ (x : n → ℝ), x ≠ 0 → 0 < x ⬝ᵥ G *ᵥ x
hF : Fᵀ = F
V : Matrix n n ℝ
g : n → ℝ
hV : Vᵀ * V = 1
hg : Vᵀ * G * V = diagonal g
hV' : V * Vᵀ = 1
gpos : ∀ (k : n), 0 < g k
S : Matrix n n ℝ := diagonal fun k => √(g k)
hS : S * S = diagonal g
hST : Sᵀ = S
hSdet : IsUnit S.det
hB : V * S * (V * S)ᵀ = G
⊢ Sᵀ * Vᵀ * (Sᵀ * Vᵀ * F)ᵀ = Sᵀ * Vᵀ * F * (V * S)
Main.lean:89:2: error: unsolved goals
n : Type u_1
inst✝¹ : Fintype n
inst✝ : DecidableEq n
G F : Matrix n n ℝ
hG : Gᵀ = G
hpos : ∀ (x : n → ℝ), x ≠ 0 → 0 < x ⬝ᵥ G *ᵥ x
hF : Fᵀ = F
V : Matrix n n ℝ
g : n → ℝ
hV : Vᵀ * V = 1
hg : Vᵀ * G * V = diagonal g
hV' : V * Vᵀ = 1
gpos : ∀ (k : n), 0 < g k
S : Matrix n n ℝ := ⋯
hS : S * S = diagonal g
hST : Sᵀ = S
hSdet : IsUnit S.det
hB : V * S * (V * S)ᵀ = G
W : Matrix n n ℝ
d : n → ℝ
hW : Wᵀ * W = 1
hd : Wᵀ * ((V * S)ᵀ * F * (V * S)) * W = diagonal d
hW' : W * Wᵀ = 1
⊢ Type ?u.324
```

After these edits no error is left:

```diff
@@ -82,11 +82,10 @@
   -- rotate so that the transformed force constants become diagonal
   obtain ⟨W, d, hW, hd⟩ := orthogonal_diagonalization ((V * S)ᵀ * F * (V * S)) (by
-    rw [transpose_mul, transpose_mul, transpose_transpose, hF, Matrix.mul_assoc])
+    simp only [transpose_mul, transpose_transpose, hF, Matrix.mul_assoc])
   have hW' : W * Wᵀ = 1 := mul_eq_one_comm.1 hW
   refine ⟨V * S * W, d, ?_, ?_, ?_⟩
   · rw [det_mul, det_mul]
     exact ((isUnit_det_of_left_inverse hV).mul hSdet).mul (isUnit_det_of_left_inverse hW)
-  · rw [transpose_mul W.transpose.transpose.transpose.transpose.transpose.transpose |> fun _ =>
-      transpose_mul (V * S) W, Matrix.mul_assoc (V * S) W, ← Matrix.mul_assoc W, hW',
+  · rw [transpose_mul (V * S) W, Matrix.mul_assoc (V * S) W, ← Matrix.mul_assoc W, hW',
       Matrix.one_mul, hB]
   · rw [← hd, transpose_mul (V * S) W]
```

The first error is in the proof that `(V * S)ᵀ * F * (V * S)` is symmetric. The first `transpose_mul` opens the outer transpose, but the second picks `(V * S)ᵀ` and expands it wherever it occurs, leaving `(Sᵀ * Vᵀ * F)ᵀ` unopened. No double transpose has appeared yet, so `transpose_transpose` finds nothing to rewrite. The repair gives the same lemmas to `simp only`, which applies them as often as needed and brings both sides to the same form.

The second error comes from the proof of `L * Lᵀ = G`. There the first rewrite term pipes a `transpose_mul` applied to only one matrix into a function that ignores it. The missing second matrix would have fixed the type indexing its columns. Without it that type stays undetermined, and `rw` hands it back as the goal `Type ?u.324`. It is the only goal left, so the matrix equation itself had been proved. The repair keeps just `transpose_mul (V * S) W`, the part that did the rewriting, and the stray goal no longer arises.
